# Quadratic corrections invariant under all orthogonal orbital mixing are combinations of $(\mathrm{Tr}\,n)^2$ and $\mathrm{Tr}(n^2)$

Suppose a code adds an energy proportional to $\sum_i n_{ii}^2$, where $n$ is the occupation matrix of a localised shell. With two orbitals and one electron in the first, $n=\mathrm{diag}(1,0)$ and the sum is $1$. Turn the orbital basis by 45 degrees and the same electronic state has both diagonal entries equal to $1/2$. The sum is now $1/2$. The energy depends on how the local axes were drawn, and so do the quantities derived from it.

## Two coefficients fix the correction

Let $n$ be a real symmetric matrix over a finite set of $N$ orbitals, and let $Q$ be a real quadratic form on such matrices. Then

$$Q(OnO^T)=Q(n)\ \text{ for every } n \text{ and every orthogonal } O$$

holds if and only if there are real constants $a,b$ with

$$Q(n)=a\,(\mathrm{Tr}\,n)^2+b\,\mathrm{Tr}(n^2)\quad\text{for all } n.$$

For $N\ge 2$ the two terms are linearly independent. For $N=1$ they are equal, so only $a+b$ has a meaning. If $Q$ also vanishes when one orbital is filled and the others are empty, then $b=-a$.

## Where a DFT+U code relies on this

Simplified DFT+U corrections that treat all orbitals of a shell alike apply one fixed formula to the local occupation matrix, and its value should be the same whichever orthonormal orbitals span the shell. Corrections that keep the orbital anisotropy of the Coulomb interaction are different: their coefficients transform along with the orbitals, and they need not satisfy this requirement. For a homogeneous quadratic correction in one real symmetric occupation matrix, that requirement leaves two coefficients to store and two traces to evaluate. Any other homogeneous quadratic expression with fixed coefficients, such as the sum of squared diagonal entries for $N\ge2$, depends on the basis.

The common expression $\tfrac{U}{2}\,[\mathrm{Tr}\,n-\mathrm{Tr}(n^2)]$, written for the occupation matrix of one spin channel and with $U$ the effective interaction parameter, also has a linear term. The statement above concerns its quadratic part, for which $a=0$ and $b=-U/2$.

## From relabelled orbitals to traces

**Diagonal matrices.** For a vector of occupations $v$, put $q(v)=Q(\mathrm{diag}(v))$. Given a permutation $\sigma$ of the orbitals, let $P_{ij}=\delta_{\sigma(i),j}$. Then

$$(P\,\mathrm{diag}(v)\,P^T)_{ij}=\sum_k\delta_{\sigma(i),k}\,v_k\,\delta_{\sigma(j),k}=v_{\sigma(i)}\,\delta_{ij}.$$

Setting every $v_k=1$ gives $PP^T=1$, so $P$ is orthogonal. Invariance of $Q$ therefore gives $q(v\circ\sigma)=q(v)$, where $(v\circ\sigma)_i=v_{\sigma(i)}$.

**Two polar coefficients.** Define the bilinear form $B(v,w)=q(v+w)-q(v)-q(w)$, so that $B(v,v)=2q(v)$. Let $e_i$ be the vector with orbital $i$ filled and the rest empty. Since $e_{\sigma(i)}\circ\sigma=e_i$, the permutation invariance of $q$ gives

$$B(e_{\sigma(i)},e_{\sigma(j)})=B(e_i,e_j).$$

A permutation can carry any orbital to any other, so all $B(e_i,e_i)$ equal one number $\alpha$. It can also carry any ordered pair of distinct orbitals $(i,j)$ to any other such pair $(k,l)$: first exchange $i$ and $k$, then exchange the image of $j$ with $l$. The second exchange leaves $k$ alone, because $k$ is neither the image of $j$ nor $l$. So all $B(e_i,e_j)$ with $i\ne j$ equal one number $\beta$. If there is no such pair, take $\beta=0$.

**Expansion.** With $v=\sum_i v_ie_i$,

$$2q(v)=\sum_{i,j}v_iv_j\,[\beta+(\alpha-\beta)\delta_{ij}]=\beta\Big(\sum_iv_i\Big)^2+(\alpha-\beta)\sum_iv_i^2.$$

Thus $q(v)=a(\sum_iv_i)^2+b\sum_iv_i^2$ with $a=\beta/2$ and $b=(\alpha-\beta)/2$.

**General matrices.** The spectral theorem gives $n=O\,\mathrm{diag}(v)\,O^T$ with $O$ orthogonal, so $Q(n)=q(v)$. For any matrix $M$, $\mathrm{Tr}(OMO^T)=\mathrm{Tr}(O^TOM)=\mathrm{Tr}\,M$. Also $(OMO^T)^2=OM^2O^T$. Hence $\mathrm{Tr}\,n=\sum_iv_i$ and $\mathrm{Tr}(n^2)=\sum_iv_i^2$, which gives the formula for $Q(n)$. The same two trace identities show that every $Q$ of this form is invariant.

**Independence and the one-electron condition.** Suppose $a(\mathrm{Tr}\,n)^2+b\,\mathrm{Tr}(n^2)=0$ for all $n$. For $n=\mathrm{diag}(e_i)$ this reads $a+b=0$. For $n=\mathrm{diag}(e_i-e_j)$ with $i\ne j$ it reads $2b=0$. So $a=b=0$. If instead $Q$ is invariant and only $Q(\mathrm{diag}(e_i))=0$ is known, then $a+b=0$ and

$$Q(n)=a\,[(\mathrm{Tr}\,n)^2-\mathrm{Tr}(n^2)].$$

## The Lean source

```lean
import Mathlib

open Matrix

namespace QuadraticOccupationInvariants

noncomputable section

/-- The real symmetric matrices, the space of occupation matrices `n`. -/
def SymMat (ι : Type*) : Submodule ℝ (Matrix ι ι ℝ) where
  carrier := {n | nᵀ = n}
  add_mem' := by
    intro m n hm hn
    simp only [Set.mem_ofPred_eq] at *
    rw [Matrix.transpose_add, hm, hn]
  zero_mem' := Matrix.transpose_zero
  smul_mem' := by
    intro c n hn
    simp only [Set.mem_ofPred_eq] at *
    rw [Matrix.transpose_smul, hn]

variable {ι : Type*} [DecidableEq ι]

/-- The diagonal occupation matrix with orbital occupations `v`, linear in `v`. -/
def diag : (ι → ℝ) →ₗ[ℝ] SymMat ι where
  toFun v := ⟨Matrix.diagonal v, Matrix.diagonal_transpose v⟩
  map_add' v w := by
    apply Subtype.ext
    ext i j
    by_cases h : i = j <;> simp [h]
  map_smul' c v := by
    apply Subtype.ext
    ext i j
    by_cases h : i = j <;> simp [h]

/-- Any ordered pair of distinct orbitals can be relabelled into any other such pair. -/
theorem exists_perm_pair {i j k l : ι} (hij : i ≠ j) (hkl : k ≠ l) :
    ∃ σ : Equiv.Perm ι, σ i = k ∧ σ j = l := by
  refine ⟨Equiv.swap (Equiv.swap i k j) l * Equiv.swap i k, ?_, ?_⟩
  · have hk : k ≠ Equiv.swap i k j := by
      intro h
      apply hij
      apply (Equiv.swap i k).injective
      rw [Equiv.swap_apply_left i k]
      exact h
    rw [Equiv.Perm.mul_apply, Equiv.swap_apply_left i k,
      Equiv.swap_apply_of_ne_of_ne hk hkl]
  · rw [Equiv.Perm.mul_apply, Equiv.swap_apply_left (Equiv.swap i k j) l]

variable [Fintype ι]

/-- The matrix `O n Oᵀ`, which is the occupation matrix in a rotated orbital basis
when `O` is orthogonal. -/
def rotate (O : Matrix ι ι ℝ) (n : SymMat ι) : SymMat ι :=
  ⟨O * (n : Matrix ι ι ℝ) * Oᵀ, by
    have hn : (n : Matrix ι ι ℝ)ᵀ = n := n.2
    change (O * (n : Matrix ι ι ℝ) * Oᵀ)ᵀ = _
    rw [Matrix.transpose_mul, Matrix.transpose_mul, Matrix.transpose_transpose, hn,
      Matrix.mul_assoc]⟩

/-- A quadratic correction is rotation invariant if no orthogonal change of the
orbital basis alters its value. -/
def RotInvariant (Q : QuadraticForm ℝ (SymMat ι)) : Prop :=
  ∀ O : Matrix ι ι ℝ, O * Oᵀ = 1 → ∀ n, Q (rotate O n) = Q n

/-- A quadratic form in the orbital occupations that ignores the labelling of the orbitals
is a combination of the squared sum and the sum of squares. -/
theorem perm_invariant_form (q : QuadraticForm ℝ (ι → ℝ))
    (h : ∀ (σ : Equiv.Perm ι) (v : ι → ℝ), q (v ∘ σ) = q v) :
    ∃ a b : ℝ, ∀ v, q v = a * (∑ i, v i) ^ 2 + b * ∑ i, v i ^ 2 := by
  obtain ⟨e, he⟩ : ∃ e : ι → ι → ℝ, ∀ i k, e i k = if k = i then 1 else 0 :=
    ⟨fun i k => if k = i then 1 else 0, fun _ _ => rfl⟩
  have hcomp : ∀ (σ : Equiv.Perm ι) i, e (σ i) ∘ σ = e i := by
    intro σ i
    funext k
    simp [he]
  -- the polar coefficients do not depend on the labelling
  have hc : ∀ (σ : Equiv.Perm ι) i j,
      q.polarBilin (e (σ i)) (e (σ j)) = q.polarBilin (e i) (e j) := by
    intro σ i j
    have h1 := h σ (e (σ i) + e (σ j))
    have h2 := h σ (e (σ i))
    have h3 := h σ (e (σ j))
    have hadd : (e (σ i) + e (σ j)) ∘ σ = e (σ i) ∘ σ + e (σ j) ∘ σ := rfl
    rw [hadd, hcomp, hcomp] at h1
    rw [hcomp] at h2 h3
    simp only [QuadraticMap.polarBilin_apply_apply, QuadraticMap.polar]
    linarith
  obtain ⟨α, hα⟩ : ∃ α, ∀ i, q.polarBilin (e i) (e i) = α := by
    rcases isEmpty_or_nonempty ι with h0 | ⟨⟨i⟩⟩
    · exact ⟨0, fun i => isEmptyElim i⟩
    · refine ⟨q.polarBilin (e i) (e i), fun k => ?_⟩
      have := hc (Equiv.swap i k) i i
      rwa [Equiv.swap_apply_left] at this
  obtain ⟨β, hβ⟩ : ∃ β, ∀ i j, i ≠ j → q.polarBilin (e i) (e j) = β := by
    by_cases h0 : ∃ i j : ι, i ≠ j
    · obtain ⟨i, j, hij⟩ := h0
      refine ⟨q.polarBilin (e i) (e j), fun k l hkl => ?_⟩
      obtain ⟨σ, rfl, rfl⟩ := exists_perm_pair hij hkl
      exact hc σ i j
    · exact ⟨0, fun i j hij => absurd ⟨i, j, hij⟩ h0⟩
  have hB : ∀ i j, q.polarBilin (e i) (e j) = β + if i = j then α - β else 0 := by
    intro i j
    by_cases hij : i = j
    · subst hij
      simp [hα]
    · rw [hβ i j hij, if_neg hij, add_zero]
  refine ⟨β / 2, (α - β) / 2, fun v => ?_⟩
  -- expand the form in single-orbital occupations
  have hsum : v = ∑ i, v i • e i := by
    funext k
    simp [Finset.sum_apply, he]
  have hL : ∀ f : (ι → ℝ) →ₗ[ℝ] ℝ, f v = ∑ i, v i * f (e i) := by
    intro f
    conv_lhs => rw [hsum]
    simp only [map_sum, map_smul, smul_eq_mul]
  have h2 : q.polarBilin v v = 2 * q v := by
    rw [QuadraticMap.polarBilin_apply_apply, QuadraticMap.polar_self]
    simp
  have hin : ∀ j, q.polarBilin v (e j) = (∑ i, v i) * β + v j * (α - β) := by
    intro j
    have hj := hL (q.polarBilin.flip (e j))
    simp only [LinearMap.flip_apply] at hj
    rw [hj]
    simp only [hB, mul_add, Finset.sum_add_distrib, Finset.sum_mul]
    simp
  have h3 : q.polarBilin v v = β * (∑ i, v i) ^ 2 + (α - β) * ∑ i, v i ^ 2 := by
    rw [hL (q.polarBilin v)]
    calc ∑ j, v j * q.polarBilin v (e j)
        = ∑ j, (v j * ((∑ i, v i) * β) + v j ^ 2 * (α - β)) := by
          refine Finset.sum_congr rfl fun j _ => ?_
          rw [hin]
          ring
      _ = _ := by
          rw [Finset.sum_add_distrib, ← Finset.sum_mul, ← Finset.sum_mul]
          ring
  linarith

/-- Every occupation matrix is diagonal in a suitable orthonormal orbital basis. -/
theorem exists_natural_orbitals (n : SymMat ι) :
    ∃ (O : Matrix ι ι ℝ) (v : ι → ℝ), O * Oᵀ = 1 ∧ n = rotate O (diag v) := by
  have hn : (n : Matrix ι ι ℝ).IsHermitian := by
    rw [Matrix.IsHermitian, Matrix.conjTranspose_eq_transpose_of_trivial]
    exact n.2
  have hT : star (hn.eigenvectorUnitary : Matrix ι ι ℝ)
      = (hn.eigenvectorUnitary : Matrix ι ι ℝ)ᵀ := by
    rw [Matrix.star_eq_conjTranspose, Matrix.conjTranspose_eq_transpose_of_trivial]
  refine ⟨hn.eigenvectorUnitary, hn.eigenvalues, ?_, Subtype.ext ?_⟩
  · rw [← hT]
    exact Matrix.mem_unitaryGroup_iff.mp hn.eigenvectorUnitary.2
  · have h := hn.spectral_theorem
    rw [Unitary.conjStarAlgAut_apply] at h
    change (n : Matrix ι ι ℝ) = _ * Matrix.diagonal hn.eigenvalues * _ᵀ
    rw [← hT]
    exact h

/-- An orthogonal change of orbital basis preserves both `Tr n` and `Tr(n²)`. -/
theorem trace_rotate {O : Matrix ι ι ℝ} (hO : O * Oᵀ = 1) (n : SymMat ι) :
    (rotate O n).1.trace = n.1.trace ∧
      (rotate O n).1.trace ^ 2 = n.1.trace ^ 2 ∧
      ((rotate O n).1 * (rotate O n).1).trace = (n.1 * n.1).trace := by
  have hO' : Oᵀ * O = 1 := mul_eq_one_comm.mp hO
  have key : ∀ M : Matrix ι ι ℝ, (O * M * Oᵀ).trace = M.trace := by
    intro M
    rw [Matrix.trace_mul_comm, ← Matrix.mul_assoc, hO', Matrix.one_mul]
  have h1 : (rotate O n).1.trace = n.1.trace := key n.1
  refine ⟨h1, by rw [h1], ?_⟩
  have h2 : (rotate O n).1 * (rotate O n).1 = O * (n.1 * n.1) * Oᵀ := by
    calc (O * n.1 * Oᵀ) * (O * n.1 * Oᵀ) = O * n.1 * (Oᵀ * O) * n.1 * Oᵀ := by
          simp only [Matrix.mul_assoc]
      _ = _ := by
          rw [hO', Matrix.mul_one]
          simp only [Matrix.mul_assoc]
  rw [h2, key]

/-- For diagonal `n` the two traces are the sum of the occupations and of their squares. -/
theorem trace_diag (v : ι → ℝ) :
    (diag v).1.trace = ∑ i, v i ∧ ((diag v).1 * (diag v).1).trace = ∑ i, v i ^ 2 := by
  constructor
  · exact Matrix.trace_diagonal v
  · change (Matrix.diagonal v * Matrix.diagonal v).trace = _
    rw [Matrix.diagonal_mul_diagonal, Matrix.trace_diagonal]
    exact Finset.sum_congr rfl fun i _ => (sq (v i)).symm

/-- A quadratic correction is rotation invariant exactly when it has the form
`a (Tr n)² + b Tr(n²)` with real constants `a` and `b`. -/
theorem rotInvariant_iff (Q : QuadraticForm ℝ (SymMat ι)) :
    RotInvariant Q ↔
      ∃ a b : ℝ, ∀ n, Q n = a * n.1.trace ^ 2 + b * (n.1 * n.1).trace := by
  constructor
  · intro hQ
    -- relabelling orbitals is a rotation by a permutation matrix
    have hperm : ∀ (σ : Equiv.Perm ι) (v : ι → ℝ),
        (Q.comp diag) (v ∘ σ) = (Q.comp diag) v := by
      intro σ v
      let P : Matrix ι ι ℝ := Matrix.of fun i j => if σ i = j then 1 else 0
      have hP : ∀ w : ι → ℝ, P * Matrix.diagonal w * Pᵀ = Matrix.diagonal (w ∘ σ) := by
        intro w
        ext i j
        rw [Matrix.mul_apply]
        simp only [P, Matrix.mul_diagonal, Matrix.transpose_apply, Matrix.of_apply]
        by_cases hij : i = j
        · subst hij
          simp
        · simp [hij]
      have hP1 : P * Pᵀ = 1 := by
        have h1 := hP (fun _ => 1)
        have h2 : ((fun _ => 1 : ι → ℝ) ∘ σ) = fun _ => 1 := rfl
        rwa [h2, Matrix.diagonal_one, Matrix.mul_one] at h1
      have hd : rotate P (diag v) = diag (v ∘ σ) := Subtype.ext (hP v)
      rw [QuadraticMap.comp_apply, QuadraticMap.comp_apply, ← hd]
      exact hQ P hP1 (diag v)
    obtain ⟨a, b, hab⟩ := perm_invariant_form (Q.comp diag) hperm
    refine ⟨a, b, fun n => ?_⟩
    -- pass to the basis in which `n` is diagonal
    obtain ⟨O, v, hO, rfl⟩ := exists_natural_orbitals n
    have hv := hab v
    rw [QuadraticMap.comp_apply] at hv
    rw [hQ O hO, (trace_rotate hO _).2.1, (trace_rotate hO _).2.2,
      (trace_diag v).1, (trace_diag v).2, hv]
  · rintro ⟨a, b, h⟩ O hO n
    rw [h, h, (trace_rotate hO n).2.1, (trace_rotate hO n).2.2]

/-- With at least two orbitals, `(Tr n)²` and `Tr(n²)` are linearly independent. -/
theorem invariants_independent [Nontrivial ι] {a b : ℝ}
    (h : ∀ n : SymMat ι, a * n.1.trace ^ 2 + b * (n.1 * n.1).trace = 0) :
    a = 0 ∧ b = 0 := by
  obtain ⟨i, j, hij⟩ := exists_pair_ne ι
  -- one filled orbital, then a traceless polarisation of two orbitals
  have h1 := h (diag fun k => if k = i then 1 else 0)
  have h2 := h (diag fun k => (if k = i then 1 else 0) - (if k = j then 1 else 0))
  rw [(trace_diag _).1, (trace_diag _).2] at h1 h2
  have hs : ∀ k, ((if k = i then (1 : ℝ) else 0) - (if k = j then 1 else 0)) ^ 2
      = (if k = i then 1 else 0) + (if k = j then 1 else 0) := by
    intro k
    by_cases hi : k = i
    · have hj : k ≠ j := fun hj => hij (hi.symm.trans hj)
      rw [if_pos hi, if_neg hj]
      norm_num
    · rw [if_neg hi]
      split_ifs <;> norm_num
  simp only [hs, Finset.sum_sub_distrib, Finset.sum_add_distrib] at h2
  simp at h1 h2
  constructor <;> linarith

/-- For a single orbital the two invariants coincide. -/
theorem invariants_coincide {κ : Type*} [Fintype κ] [Unique κ] (n : SymMat κ) :
    n.1.trace ^ 2 = (n.1 * n.1).trace := by
  simp [Matrix.trace, Matrix.mul_apply, sq]

/-- A rotation-invariant quadratic correction that vanishes when one orbital `i` is filled
and all others are empty is a multiple of `(Tr n)² - Tr(n²)`. -/
theorem one_electron_free (Q : QuadraticForm ℝ (SymMat ι)) (hQ : RotInvariant Q) (i : ι)
    (hi : Q (diag fun k => if k = i then 1 else 0) = 0) :
    ∃ a : ℝ, ∀ n, Q n = a * (n.1.trace ^ 2 - (n.1 * n.1).trace) := by
  obtain ⟨a, b, h⟩ := (rotInvariant_iff Q).mp hQ
  rw [h, (trace_diag _).1, (trace_diag _).2] at hi
  simp at hi
  refine ⟨a, fun n => ?_⟩
  rw [h]
  linear_combination (n.1 * n.1).trace * hi

end

end QuadraticOccupationInvariants
```

```lean
#print axioms QuadraticOccupationInvariants.invariants_independent
#print axioms QuadraticOccupationInvariants.invariants_coincide
#print axioms QuadraticOccupationInvariants.one_electron_free
```

```
'QuadraticOccupationInvariants.invariants_independent' depends on axioms: [propext, Classical.choice, Quot.sound]
'QuadraticOccupationInvariants.invariants_coincide' depends on axioms: [propext, Classical.choice, Quot.sound]
'QuadraticOccupationInvariants.one_electron_free' depends on axioms: [propext, Classical.choice, Quot.sound]
```

## What is guaranteed for orthogonal mixing, and what for rotations of space

**The statement in words.** The finite type `ι` labels the orbitals, and `SymMat ι` is the real vector space of symmetric matrices over them. An element `n` carries its symmetry with it, and `n.1` is the matrix itself. `QuadraticForm ℝ (SymMat ι)` is the type of corrections $Q$: homogeneous of degree two, with real values. `diag v` is the diagonal matrix with occupations `v`, and `rotate O n` is $OnO^T$. `RotInvariant Q` demands equality for every `O` with `O * Oᵀ = 1`, reflections included.

`rotInvariant_iff` is the equivalence stated at the start. `invariants_independent` assumes at least two orbitals through `Nontrivial ι`, and `invariants_coincide` treats exactly one. `one_electron_free` assumes that $Q$ vanishes for one filled orbital. Physically, this asks that $Q$ vanish for an electron that completely fills one orbital of an otherwise empty shell. A total occupation of one that is spread over two orbitals, $n=\mathrm{diag}(1/2,1/2)$, still gives $Q=a/2$. Despite its name, the theorem says nothing about the self-interaction error of the underlying density functional.

**The proof.** `exists_perm_pair` builds the two exchanges. `perm_invariant_form` carries out the polar-form argument: `hc` is the invariance of the coefficients, `hα` and `hβ` produce $\alpha$ and $\beta$, and `h3` is the expanded double sum. `exists_natural_orbitals` obtains $O$ and $v$ from Mathlib's spectral theorem for Hermitian matrices, using that conjugate transpose and transpose agree over the reals. `trace_rotate` and `trace_diag` supply the trace identities.

In `rotInvariant_iff`, `hperm` constructs the permutation matrix `P` and applies invariance to it. The proof then replaces `n` by its diagonalised form and rewrites both traces. The converse uses `trace_rotate` alone. `invariants_independent` evaluates the two diagonal matrices used above and solves the resulting linear equations with `linarith`. `one_electron_free` obtains $a+b=0$ in the same way, and `linear_combination` eliminates $b$.

**From orbital mixing to a rotated molecule.** The hypothesis covers every orthogonal mixing of the orbitals, whereas turning a molecule in space mixes them only in the ways that spatial rotations allow. For a $p$ shell the two requirements agree, because spatial rotations supply all $3\times3$ rotation matrices and $O$ and $-O$ act identically on $n$. For a $d$ shell, spatial rotations form a much smaller family within the $5\times5$ orthogonal matrices, and a third independent quadratic invariant survives. A code that keeps the orbital anisotropy of the Coulomb interaction may therefore be correct under rotations of space without having the two-trace form.

**Scope.** The result concerns a single real symmetric matrix. Complex Hermitian occupations and terms coupling two spin channels, such as $\mathrm{Tr}(n^{\uparrow}n^{\downarrow})$, need a separate argument. Eigenvalues are not confined to the interval from $0$ to $1$, so the formula applies to physical occupation matrices as a special case. The values of $a$ and $b$ remain free: symmetry fixes the shape of the correction, and its strength has to come from elsewhere.
